# The polarizability error of an M-pole spectrum with 2M matched moments

## Spectra, moments and polarizability

A spectrum is a finite list of real energies and weights. In a physical excitation spectrum, the energies are excitation energies and each weight is the squared transition dipole along the field. The model spectrum \(A\) has \(M\) poles with energies \(e_j\) and weights \(w_j\); the reference spectrum \(B\) has lines \(x_i\) with weights \(v_i\). For \(A\), define

\[
m_k=\sum_j w_j e_j^k,\qquad R_A(z)=\sum_j\frac{w_j}{e_j-z},\qquad
\alpha_A(\omega)=\sum_j\frac{2e_jw_j}{e_j^2-\omega^2},
\]

and likewise for \(B\). Here \(z\) and \(\omega\) are real, and atomic units are used. The inverse-energy moment is \(R(0)\), and the static polarizability is \(\alpha(0)=2R(0)\).

The two spectra are assumed to share the moments of orders \(0\) to \(2M-1\). In exact arithmetic, \(M\) steps of the Lanczos recursion give the model spectrum this property, if the recursion is run on a real symmetric matrix whose eigenvalues are the excitation energies \(x_i\) and starts from the vector whose squared components along the eigenvectors are the weights \(v_i\). The poles are then the eigenvalues of the \(M\times M\) tridiagonal matrix, and each weight is \(m_0=\sum_i v_i\) times the squared first component of the corresponding normalized eigenvector. The recursion itself is not constructed here.

## The error as a sum of squares

If \(z\) is an energy of neither spectrum, then

\[
R_B(z)-R_A(z)=\sum_i \frac{v_i\,P_z(x_i)}{x_i-z},\qquad
P_z(x)=\prod_j\left(\frac{x-e_j}{z-e_j}\right)^2 .
\]

For \(M=0\), \(R_A=0\) and \(P_z=1\), so the formula is immediate. For \(M\ge1\), \(P_z\) has degree \(2M\) and \(P_z(z)=1\). Hence

\[
1-P_z(x)=(x-z)\,Q(x),\qquad \deg Q\le 2M-1 .
\]

Write \(Q(x)=\sum_k q_kx^k\). Its weighted sum over either spectrum is \(\sum_k q_km_k\), which involves only shared moments, so

\[
\sum_j w_jQ(e_j)=\sum_i v_iQ(x_i).
\]

Since \(P_z(e_j)=0\), we have \(Q(e_j)=1/(e_j-z)\), and the left side is \(R_A(z)\). On the lines of \(B\), \(Q(x_i)=(1-P_z(x_i))/(x_i-z)\), so the right side is \(R_B(z)\) minus the claimed error. At \(z=0\) this becomes

\[
R_B(0)-R_A(0)=\sum_i\frac{v_i}{x_i}\prod_j\left(1-\frac{x_i}{e_j}\right)^2 .
\]

## A lower bound below the first excitation

Partial fractions give \(\alpha(\omega)=R(\omega)+R(-\omega)\). If \(v_i\ge0\) and \(|\omega|<x_i\) for all \(i\), both \(\omega\) and \(-\omega\) lie below every line of \(B\), and both errors are nonnegative. Thus \(\alpha_A(\omega)\le\alpha_B(\omega)\), provided that neither \(\omega\) nor \(-\omega\) is a pole of \(A\). For a finite spectrum of positive excitation energies, the Lanczos recursion described above, stopped after \(M\) steps, therefore bounds the static polarizability of that spectrum from below.

If all \(v_i\) and \(x_i\) are positive and no \(e_j\) is zero, the static error vanishes exactly when each term does, that is, when every \(x_i\) equals some \(e_j\).

As an example, take lines at 1, 3, 5 with weights 1, 6, 1, and poles at 2, 4 with weights 4, 4. Both spectra have moments 8, 24, 80, 288. Their inverse-energy moments are \(16/5\) and \(3\), and the error terms \(9/64+1/32+9/320\) add up to the difference \(1/5\).

## The statements in Lean

`Spectrum ι` holds real energies and weights indexed by `ι`, which is taken finite wherever sums are formed, and `Fintype.card ι` is \(M\). The hypothesis `MomentsMatch A B (2 * Fintype.card ι)` is the moment condition. The energies of \(A\) need not be distinct, nor its weights positive. The error formulas, `resolvent_error` and `inverseMoment_error`, put no sign condition on \(B\) either; signs enter in `polarizability_le` and `inverseMoment_eq_iff`. Continuous spectra and complex frequencies lie beyond this model.

```lean
import Mathlib

open Polynomial

namespace LanczosPolarizability

noncomputable section

/-- A spectrum with lines indexed by `ι`: each line has a real energy and a real weight (in a
physical excitation spectrum, the squared transition dipole). -/
structure Spectrum (ι : Type*) where
  energy : ι → ℝ
  weight : ι → ℝ

variable {ι κ : Type*} [Fintype ι] [Fintype κ]

/-- The spectral moment of order `k`: the weighted sum of the `k`-th powers of the energies. -/
def Spectrum.moment (S : Spectrum ι) (k : ℕ) : ℝ :=
  ∑ i, S.weight i * S.energy i ^ k

/-- The inverse-energy moment, for spectra without a line at zero energy. -/
def Spectrum.inverseMoment (S : Spectrum ι) : ℝ :=
  ∑ i, S.weight i / S.energy i

/-- The resolvent sum at a real energy `z` that is not a line of the spectrum. -/
def Spectrum.resolvent (S : Spectrum ι) (z : ℝ) : ℝ :=
  ∑ i, S.weight i / (S.energy i - z)

/-- The polarizability at a real frequency `ω`, in atomic units, for `ω` and `-ω` away from
all the lines. -/
def Spectrum.polarizability (S : Spectrum ι) (ω : ℝ) : ℝ :=
  ∑ i, 2 * S.energy i * S.weight i / (S.energy i ^ 2 - ω ^ 2)

/-- Two spectra share their first `n` moments, of orders `0` to `n - 1`. -/
def MomentsMatch (A : Spectrum ι) (B : Spectrum κ) (n : ℕ) : Prop :=
  ∀ k < n, A.moment k = B.moment k

/-- The weighted sum of a polynomial of degree below `n` over a spectrum is a combination of
the first `n` moments. -/
theorem sum_weight_eval (S : Spectrum ι) {p : ℝ[X]} {n : ℕ} (hp : p.natDegree < n) :
    ∑ i, S.weight i * p.eval (S.energy i) = ∑ k ∈ Finset.range n, p.coeff k * S.moment k := by
  simp_rw [eval_eq_sum_range' hp, Spectrum.moment, Finset.mul_sum]
  rw [Finset.sum_comm]
  refine Finset.sum_congr rfl fun k _ => Finset.sum_congr rfl fun i _ => ?_
  ring

/-- For `M ≥ 1` poles, none of them at `z`, one minus the squared node product normalised at `z`
is `x - z` times a polynomial of degree below `2M`. -/
theorem exists_quotient [Nonempty ι] (A : Spectrum ι) (z : ℝ) (hA : ∀ j, A.energy j ≠ z) :
    ∃ Q : ℝ[X], Q.natDegree < 2 * Fintype.card ι ∧
      ∀ x, 1 - ∏ j, ((x - A.energy j) / (z - A.energy j)) ^ 2 = (x - z) * Q.eval x := by
  obtain ⟨P, hP⟩ : ∃ P : ℝ[X],
      P = ∏ j, (C (z - A.energy j)⁻¹ * (X - C (A.energy j))) ^ 2 := ⟨_, rfl⟩
  have hev : ∀ x, P.eval x = ∏ j, ((x - A.energy j) / (z - A.energy j)) ^ 2 := by
    intro x
    rw [hP, eval_prod]
    refine Finset.prod_congr rfl fun j _ => ?_
    simp only [eval_pow, eval_mul, eval_sub, eval_C, eval_X]
    rw [div_eq_inv_mul]
  have hdeg : P.natDegree ≤ 2 * Fintype.card ι := by
    rw [hP]
    refine (natDegree_prod_le _ _).trans ?_
    have hj : ∀ j ∈ (Finset.univ : Finset ι),
        ((C (z - A.energy j)⁻¹ * (X - C (A.energy j))) ^ 2).natDegree ≤ 2 := by
      intro j _
      have h1 := natDegree_C_mul_le (z - A.energy j)⁻¹ (X - C (A.energy j))
      rw [natDegree_X_sub_C] at h1
      exact natDegree_pow_le.trans (by omega)
    refine (Finset.sum_le_sum hj).trans ?_
    simp [mul_comm]
  -- the normalised product equals one at `z`, so `x - z` divides the difference
  have hroot : IsRoot (1 - P) z := by
    have h1 : P.eval z = 1 := by
      rw [hev]
      refine Finset.prod_eq_one fun j _ => ?_
      rw [div_self (sub_ne_zero.2 (hA j).symm), one_pow]
    rw [IsRoot.def, eval_sub, eval_one, h1, sub_self]
  obtain ⟨Q, hQ⟩ := dvd_iff_isRoot.2 hroot
  refine ⟨Q, ?_, fun x => ?_⟩
  · have hM : 0 < Fintype.card ι := Fintype.card_pos
    by_cases h0 : Q = 0
    · rw [h0, natDegree_zero]
      omega
    · have h1 : (1 - P).natDegree ≤ 2 * Fintype.card ι :=
        (natDegree_sub_le _ _).trans (max_le (by simp) hdeg)
      rw [hQ, natDegree_mul (X_sub_C_ne_zero z) h0, natDegree_X_sub_C] at h1
      omega
  · have h := congrArg (eval x) hQ
    simp only [eval_sub, eval_one, eval_mul, eval_X, eval_C] at h
    rw [← hev, h]

/-- Error formula for the resolvent: if an `M`-pole spectrum `A` shares the first `2M` moments of
`B`, and `z` is a line of neither, the resolvent sum of `B` minus that of `A` is the sum, over the
lines `x` of `B`, of the weight times the squared node product normalised at `z`, divided by
`x - z`. -/
theorem resolvent_error (A : Spectrum ι) (B : Spectrum κ) (z : ℝ)
    (hA : ∀ j, A.energy j ≠ z) (hB : ∀ i, B.energy i ≠ z)
    (hm : MomentsMatch A B (2 * Fintype.card ι)) :
    B.resolvent z - A.resolvent z =
      ∑ i, B.weight i * (∏ j, ((B.energy i - A.energy j) / (z - A.energy j)) ^ 2)
        / (B.energy i - z) := by
  rcases isEmpty_or_nonempty ι with hι | hι
  · simp [Spectrum.resolvent]
  obtain ⟨Q, hdeg, hQ⟩ := exists_quotient A z hA
  -- on the poles of `A` the quotient reproduces the resolvent
  have h1 : A.resolvent z = ∑ j, A.weight j * Q.eval (A.energy j) := by
    refine Finset.sum_congr rfl fun j _ => ?_
    have h := hQ (A.energy j)
    rw [Finset.prod_eq_zero (Finset.mem_univ j) (by simp)] at h
    rw [div_eq_iff (sub_ne_zero.2 (hA j))]
    linear_combination A.weight j * h
  -- on the lines of `B` it misses the squared node product
  have h2 : B.resolvent z - ∑ i, B.weight i *
      (∏ j, ((B.energy i - A.energy j) / (z - A.energy j)) ^ 2) / (B.energy i - z)
      = ∑ i, B.weight i * Q.eval (B.energy i) := by
    rw [Spectrum.resolvent, ← Finset.sum_sub_distrib]
    refine Finset.sum_congr rfl fun i _ => ?_
    rw [← sub_div, div_eq_iff (sub_ne_zero.2 (hB i))]
    linear_combination B.weight i * hQ (B.energy i)
  have h3 : ∑ j, A.weight j * Q.eval (A.energy j) = ∑ i, B.weight i * Q.eval (B.energy i) := by
    rw [sum_weight_eval A hdeg, sum_weight_eval B hdeg]
    exact Finset.sum_congr rfl fun k hk => by rw [hm k (Finset.mem_range.1 hk)]
  linarith

/-- Static error formula: for nonzero energies and `2M` shared moments, the inverse-energy moment of
`B` minus that of the `M`-pole spectrum `A` is the weighted sum of `∏ (1 - x/e)² / x` over the lines
`x` of `B`, the product running over the poles `e` of `A`. -/
theorem inverseMoment_error (A : Spectrum ι) (B : Spectrum κ)
    (hA : ∀ j, A.energy j ≠ 0) (hB : ∀ i, B.energy i ≠ 0)
    (hm : MomentsMatch A B (2 * Fintype.card ι)) :
    B.inverseMoment - A.inverseMoment =
      ∑ i, B.weight i * (∏ j, (1 - B.energy i / A.energy j) ^ 2) / B.energy i := by
  have h := resolvent_error A B 0 hA hB hm
  simp only [Spectrum.resolvent, sub_zero] at h
  rw [Spectrum.inverseMoment, Spectrum.inverseMoment, h]
  refine Finset.sum_congr rfl fun i _ => ?_
  congr 2
  refine Finset.prod_congr rfl fun j _ => ?_
  have hj := hA j
  congr 1
  rw [zero_sub, div_neg, sub_div, div_self hj, neg_sub]

/-- If neither `ω` nor `-ω` is a line, the polarizability at `ω` is the sum of the resolvents at `ω`
and `-ω`. -/
theorem polarizability_eq (S : Spectrum ι) (ω : ℝ) (hS : ∀ i, S.energy i ^ 2 ≠ ω ^ 2) :
    S.polarizability ω = S.resolvent ω + S.resolvent (-ω) := by
  rw [Spectrum.resolvent, Spectrum.resolvent, ← Finset.sum_add_distrib]
  refine Finset.sum_congr rfl fun i _ => ?_
  have h1 : S.energy i - ω ≠ 0 := fun h =>
    hS i (by linear_combination (S.energy i + ω) * h)
  have h2 : S.energy i - -ω ≠ 0 := fun h =>
    hS i (by linear_combination (S.energy i - ω) * h)
  rw [div_add_div _ _ h1 h2, div_eq_div_iff (sub_ne_zero.2 (hS i)) (mul_ne_zero h1 h2)]
  ring

/-- An `M`-pole spectrum `A` sharing the first `2M` moments of `B` never overestimates the
polarizability at a frequency `ω` with `|ω|` below all lines of `B` and neither `ω` nor `-ω` a pole
of `A`, if the weights of `B` are nonnegative. -/
theorem polarizability_le (A : Spectrum ι) (B : Spectrum κ) (ω : ℝ)
    (hA : ∀ j, A.energy j ^ 2 ≠ ω ^ 2) (hB : ∀ i, |ω| < B.energy i)
    (hw : ∀ i, 0 ≤ B.weight i) (hm : MomentsMatch A B (2 * Fintype.card ι)) :
    A.polarizability ω ≤ B.polarizability ω := by
  -- below the lines of `B` every term of the resolvent error is nonnegative
  have key : ∀ z, (∀ j, A.energy j ≠ z) → (∀ i, z < B.energy i) →
      A.resolvent z ≤ B.resolvent z := by
    intro z h1 h2
    rw [← sub_nonneg, resolvent_error A B z h1 (fun i => (h2 i).ne') hm]
    exact Finset.sum_nonneg fun i _ => div_nonneg
      (mul_nonneg (hw i) (Finset.prod_nonneg fun j _ => sq_nonneg _)) (sub_pos.2 (h2 i)).le
  have hB2 : ∀ i, B.energy i ^ 2 ≠ ω ^ 2 := fun i h => by
    have h1 := abs_lt.1 (hB i)
    nlinarith [mul_pos (sub_pos.2 h1.2) (neg_lt_iff_pos_add.1 h1.1)]
  rw [polarizability_eq A ω hA, polarizability_eq B ω hB2]
  refine add_le_add (key ω (fun j h => hA j (by rw [h])) fun i => (abs_lt.1 (hB i)).2)
    (key (-ω) (fun j h => hA j (by rw [h, neg_sq])) fun i => ?_)
  linarith [(abs_lt.1 (hB i)).1]

/-- For `2M` shared moments, nonzero poles of `A`, and positive energies and weights of `B`, the
inverse-energy moments agree exactly when every line of `B` lies at a pole of `A`. -/
theorem inverseMoment_eq_iff (A : Spectrum ι) (B : Spectrum κ)
    (hA : ∀ j, A.energy j ≠ 0) (hB : ∀ i, 0 < B.energy i) (hw : ∀ i, 0 < B.weight i)
    (hm : MomentsMatch A B (2 * Fintype.card ι)) :
    A.inverseMoment = B.inverseMoment ↔ ∀ i, ∃ j, B.energy i = A.energy j := by
  have herr := inverseMoment_error A B hA (fun i => (hB i).ne') hm
  constructor
  · intro h i
    rw [h, sub_self] at herr
    -- a vanishing sum of nonnegative terms vanishes term by term
    have hi := (Finset.sum_eq_zero_iff_of_nonneg (fun i _ => div_nonneg
      (mul_nonneg (hw i).le (Finset.prod_nonneg fun j _ => sq_nonneg _)) (hB i).le)).1
      herr.symm i (Finset.mem_univ i)
    have hp := (mul_eq_zero.1 ((div_eq_zero_iff.1 hi).resolve_right (hB i).ne')).resolve_left
      (hw i).ne'
    obtain ⟨j, _, hj⟩ := Finset.prod_eq_zero_iff.1 hp
    have h1 := (pow_eq_zero_iff two_ne_zero).1 hj
    exact ⟨j, (div_eq_one_iff_eq (hA j)).1 (by linarith)⟩
  · intro h
    rw [Finset.sum_eq_zero] at herr
    · linarith
    · intro i _
      obtain ⟨j, hj⟩ := h i
      rw [Finset.prod_eq_zero (Finset.mem_univ j) (by rw [hj, div_self (hA j)]; norm_num),
        mul_zero, zero_div]

/-- Two poles at energies 2 and 4, each of weight 4. -/
def twoPole : Spectrum (Fin 2) := ⟨![2, 4], ![4, 4]⟩

/-- Three lines at energies 1, 3 and 5 with weights 1, 6 and 1. -/
def threeLine : Spectrum (Fin 3) := ⟨![1, 3, 5], ![1, 6, 1]⟩

/-- The two-pole spectrum shares the first four moments of the three-line spectrum, and their
inverse-energy moments are 3 and 16/5. -/
theorem momentsMatch_witness :
    MomentsMatch twoPole threeLine (2 * Fintype.card (Fin 2)) ∧
      twoPole.inverseMoment = 3 ∧ threeLine.inverseMoment = 16 / 5 := by
  refine ⟨fun k hk => ?_, ?_, ?_⟩
  · rw [Fintype.card_fin] at hk
    interval_cases k <;>
      norm_num [Spectrum.moment, twoPole, threeLine, Fin.sum_univ_succ]
  · norm_num [Spectrum.inverseMoment, twoPole, Fin.sum_univ_succ]
  · norm_num [Spectrum.inverseMoment, threeLine, Fin.sum_univ_succ]

end

end LanczosPolarizability
```

```lean
#print axioms LanczosPolarizability.inverseMoment_error
#print axioms LanczosPolarizability.polarizability_le
#print axioms LanczosPolarizability.inverseMoment_eq_iff
```

```
'LanczosPolarizability.inverseMoment_error' depends on axioms: [propext, Classical.choice, Quot.sound]
'LanczosPolarizability.polarizability_le' depends on axioms: [propext, Classical.choice, Quot.sound]
'LanczosPolarizability.inverseMoment_eq_iff' depends on axioms: [propext, Classical.choice, Quot.sound]
```

## From the quotient polynomial to the bound

`sum_weight_eval` expands a polynomial in its coefficients and exchanges the two sums. `exists_quotient` builds \(P_z\), bounds its degree, and obtains \(Q\) from the root of \(1-P_z\) at \(z\). It requires at least one pole, because no polynomial has degree below zero in `natDegree`.

`resolvent_error` treats \(M=0\) separately. Its steps `h1` and `h2` evaluate \(Q\) on the two spectra, with `linear_combination` multiplying the quotient identity by a weight; `h3` equates the weighted sums through the moments. `inverseMoment_error` sets \(z=0\) and rewrites the factors.

In `polarizability_le`, `key` is the resolvent inequality, applied at \(\omega\) and \(-\omega\) after `polarizability_eq` has split both polarizabilities. `inverseMoment_eq_iff` uses the fact that a vanishing sum of nonnegative terms vanishes term by term. `momentsMatch_witness` checks the four moments of the example one by one, then its two inverse-energy moments.
